# Total rotational strengths of two Hermitian matrices vanish from every state exactly when the matrices commute

## Final states as a square orthonormal family

The final states are modelled as a family of vectors $e_k$ in $\mathbb{C}^n$, with $k$ running over the same finite index set as the coordinates. Only orthonormality is required; completeness then follows, because there are as many vectors as dimensions. The $e_k$ need not be eigenstates of a Hamiltonian.

Let $d$ and $m$ be Hermitian matrices, standing for one component each of the electric and magnetic transition operators. With $\langle x,y\rangle=\sum_i \overline{x_i}\,y_i$, the total rotational strength from a state $v$ is

$$R(v)=\sum_k \mathrm{Im}\big(\langle v,d\,e_k\rangle\langle e_k,m\,v\rangle\big).$$

The claim is that $R(v)=0$ for every $v$ if and only if $dm=md$. In a finite-basis calculation of circular dichroism, matrices truncated from commuting operators may fail to commute, and for such a pair of single components some state has a nonzero total.

## From the sum to the commutator

Put the basis vectors in the columns of $U$, so $U_{ik}=(e_k)_i$. Orthonormality says $U^\dagger U=1$. Since $U$ is square, $UU^\dagger=1$ as well, which is the resolution of the identity. Inserting it gives

$$R(v)=\mathrm{Im}\,z,\qquad z=\langle v,dm\,v\rangle.$$

Because $d$ and $m$ are Hermitian, $\bar z=\langle v,(dm)^\dagger v\rangle=\langle v,md\,v\rangle$. With $2i\,\mathrm{Im}\,z=z-\bar z$,

$$2i\,R(v)=\langle v,(dm-md)\,v\rangle.$$

If $d$ and $m$ commute, every total vanishes.

## Recovering the commutator from its expectation values

Conversely, suppose all totals vanish. Then $A=dm-md$ satisfies $\langle v,Av\rangle=0$ for every $v$. The choices $v=x+y$ and $v=x+iy$ give

$$\langle x,Ay\rangle+\langle y,Ax\rangle=0,\qquad i\langle x,Ay\rangle-i\langle y,Ax\rangle=0.$$

Multiplying the second equation by $-i$ and adding the first gives $2\langle x,Ay\rangle=0$. Taking $x=Ay$ yields $\|Ay\|^2=0$ for every $y$, so $A=0$.

## Cancellation over initial states

Let $f_j$ be an orthonormal basis of initial states. Expectation values summed over it give a trace, so

$$2i\sum_j R(f_j)=\mathrm{tr}(dm-md)=0.$$

This holds for every Hermitian pair, commuting or not.

## A Pauli pair in numbers

For $d=\sigma_x$ and $m=\sigma_y$, the product is $dm=\mathrm{diag}(i,-i)$, hence $R(v)=|v_0|^2-|v_1|^2$.

Take $v=(1,0)$, $e_0=(3/5,\,4i/5)$ and $e_1=(4i/5,\,3/5)$. Each product of matrix elements is $i\,|(e_k)_1|^2$, so the two strengths are $16/25$ and $9/25$, with total $1$. From $(0,1)$ the total is $-1$, and the two cancel.

## The real part and the anticommutator

Taking real parts instead gives $\tfrac12\langle v,(dm+md)v\rangle$. By the same polarization argument, this sum vanishes for every $v$ exactly when $dm=-md$, a variant that the code below leaves out.

## The statement in Lean

`IsONBasis e` is the orthonormality condition, `rotStrength` is one transition's contribution, and `rotSum` is $R(v)$. The product `⬝ᵥ` does not conjugate, so `star` marks the bra. In `rotSum_eq_zero_iff_commute`, `v` ranges over all complex vectors, normalised or not; rescaling `v` multiplies the total by a positive factor or, for the zero vector, gives zero.

The model has finite dimension and one component per operator. It has no scalar product over Cartesian directions, no transition energies and no unit prefactors.

```lean
import Mathlib

open Matrix
open scoped ComplexOrder

namespace RotationalStrengthSumRule

noncomputable section

variable {n : Type*} [Fintype n] [DecidableEq n]

/-- A family of `n` state vectors in the `n`-dimensional state space is an orthonormal basis. -/
def IsONBasis (e : n → n → ℂ) : Prop :=
  ∀ j k, star (e j) ⬝ᵥ e k = if j = k then 1 else 0

/-- The matrix whose columns are the given state vectors. -/
def basisMatrix (e : n → n → ℂ) : Matrix n n ℂ := Matrix.of fun i k => e k i

/-- Rotational strength `Im (⟨v, d w⟩ ⟨w, m v⟩)` of the transition from `v` to `w`, with
electric operator `d` and magnetic operator `m`. -/
def rotStrength (d m : Matrix n n ℂ) (v w : n → ℂ) : ℝ :=
  ((star v ⬝ᵥ d *ᵥ w) * (star w ⬝ᵥ m *ᵥ v)).im

/-- Total rotational strength from the state `v` into all states of the family `e`. -/
def rotSum (e : n → n → ℂ) (d m : Matrix n n ℂ) (v : n → ℂ) : ℝ :=
  ∑ k, rotStrength d m v (e k)

/-- The projectors onto the states of an orthonormal basis add up to the identity. -/
theorem resolution_of_identity {e : n → n → ℂ} (he : IsONBasis e) :
    basisMatrix e * (basisMatrix e)ᴴ = 1 := by
  -- orthonormality is `Uᴴ U = 1`; for square matrices this gives `U Uᴴ = 1`
  have h : (basisMatrix e)ᴴ * basisMatrix e = 1 := by
    ext j k
    rw [Matrix.one_apply, ← he j k]
    rfl
  exact mul_eq_one_comm.mp h

/-- Closure: the total rotational strength from `v` is the imaginary part of `⟨v, d m v⟩`. -/
theorem rotSum_eq_im {e : n → n → ℂ} (he : IsONBasis e) (d m : Matrix n n ℂ) (v : n → ℂ) :
    rotSum e d m v = (star v ⬝ᵥ (d * m) *ᵥ v).im := by
  -- insert the resolution of the identity between the two operators
  have closure : ∀ a b : n → ℂ,
      ∑ k, (a ⬝ᵥ e k) * (star (e k) ⬝ᵥ b) = a ⬝ᵥ b := by
    intro a b
    calc ∑ k, (a ⬝ᵥ e k) * (star (e k) ⬝ᵥ b)
        = (a ᵥ* basisMatrix e) ⬝ᵥ ((basisMatrix e)ᴴ *ᵥ b) := rfl
      _ = a ⬝ᵥ b := by
        rw [← Matrix.dotProduct_mulVec, Matrix.mulVec_mulVec,
          resolution_of_identity he, Matrix.one_mulVec]
  unfold rotSum rotStrength
  rw [← Complex.im_sum]
  simp only [Matrix.dotProduct_mulVec (star v) d]
  rw [closure, ← Matrix.dotProduct_mulVec, Matrix.mulVec_mulVec]

/-- For Hermitian operators, `2i` times the total rotational strength from `v` is the
expectation value of the commutator of `d` and `m` in `v`. -/
theorem rotSum_eq_commutator {e : n → n → ℂ} (he : IsONBasis e) {d m : Matrix n n ℂ}
    (hd : d.IsHermitian) (hm : m.IsHermitian) (v : n → ℂ) :
    2 * Complex.I * (rotSum e d m v : ℂ) = star v ⬝ᵥ (d * m - m * d) *ᵥ v := by
  have key : ∀ z : ℂ, 2 * Complex.I * (z.im : ℂ) = z - star z := by
    intro z
    apply Complex.ext <;> simp
    ring
  -- conjugation reverses the order of the two Hermitian operators
  have hstar : star (star v ⬝ᵥ (d * m) *ᵥ v) = star v ⬝ᵥ (m * d) *ᵥ v := by
    rw [← Matrix.star_dotProduct, Matrix.star_mulVec, ← Matrix.dotProduct_mulVec,
      Matrix.conjTranspose_mul, hd.eq, hm.eq]
  rw [rotSum_eq_im he, key, hstar, Matrix.sub_mulVec, dotProduct_sub]

/-- An operator whose expectation value vanishes in every complex state is zero. -/
theorem eq_zero_of_expectation_zero {A : Matrix n n ℂ}
    (h : ∀ v : n → ℂ, star v ⬝ᵥ A *ᵥ v = 0) : A = 0 := by
  -- polarization with the superpositions `x + y` and `x + i y`
  have hB : ∀ x y : n → ℂ, star x ⬝ᵥ A *ᵥ y = 0 := by
    intro x y
    have h1 := h (x + y)
    have h2 := h (x + Complex.I • y)
    simp only [star_add, Matrix.mulVec_add, add_dotProduct, dotProduct_add] at h1
    simp only [star_add, star_smul, Matrix.mulVec_add, Matrix.mulVec_smul, add_dotProduct,
      dotProduct_add, smul_dotProduct, dotProduct_smul, smul_eq_mul, Complex.star_def,
      Complex.conj_I] at h2
    linear_combination (1 / 2) * h1 - (Complex.I / 2) * h2
      - ((1 - Complex.I) / 2) * h x - ((1 - Complex.I) / 2) * h y
      + ((star x ⬝ᵥ A *ᵥ y - star y ⬝ᵥ A *ᵥ x - Complex.I * (star y ⬝ᵥ A *ᵥ y)) / 2)
        * Complex.I_sq
  have hA : ∀ y : n → ℂ, A *ᵥ y = 0 := fun y =>
    dotProduct_star_self_eq_zero.mp (hB (A *ᵥ y) y)
  ext i j
  have hij := congrFun (hA (Pi.single j 1)) i
  simpa using hij

/-- Rotational-strength sum rule with converse: for Hermitian `d` and `m`, the total rotational
strength vanishes from every state if and only if `d` and `m` commute. -/
theorem rotSum_eq_zero_iff_commute {e : n → n → ℂ} (he : IsONBasis e) {d m : Matrix n n ℂ}
    (hd : d.IsHermitian) (hm : m.IsHermitian) :
    (∀ v, rotSum e d m v = 0) ↔ d * m = m * d := by
  constructor
  · intro h
    apply sub_eq_zero.mp
    apply eq_zero_of_expectation_zero
    intro v
    rw [← rotSum_eq_commutator he hd hm v, h v, Complex.ofReal_zero, mul_zero]
  · intro h v
    have hc := rotSum_eq_commutator he hd hm v
    rw [h, sub_self, Matrix.zero_mulVec, dotProduct_zero] at hc
    simpa using hc

/-- Summed over an orthonormal basis `f` of initial states, the total rotational strengths of
any two Hermitian operators cancel. -/
theorem sum_rotSum_eq_zero {e f : n → n → ℂ} (he : IsONBasis e) (hf : IsONBasis f)
    {d m : Matrix n n ℂ} (hd : d.IsHermitian) (hm : m.IsHermitian) :
    ∑ j, rotSum e d m (f j) = 0 := by
  -- the sum of expectation values over a basis is the trace
  have htr : ∀ A : Matrix n n ℂ, ∑ j, star (f j) ⬝ᵥ A *ᵥ f j = A.trace := by
    intro A
    calc ∑ j, star (f j) ⬝ᵥ A *ᵥ f j
        = ((basisMatrix f)ᴴ * (A * basisMatrix f)).trace := rfl
      _ = A.trace := by
        rw [Matrix.trace_mul_comm, Matrix.mul_assoc, resolution_of_identity hf,
          Matrix.mul_one]
  have h : 2 * Complex.I * ((∑ j, rotSum e d m (f j) : ℝ) : ℂ) = 0 := by
    rw [Complex.ofReal_sum, Finset.mul_sum,
      Finset.sum_congr rfl (fun j _ => rotSum_eq_commutator he hd hm (f j)),
      htr, Matrix.trace_sub, Matrix.trace_mul_comm d m, sub_self]
  have h2 : (2 * Complex.I : ℂ) ≠ 0 := mul_ne_zero two_ne_zero Complex.I_ne_zero
  exact Complex.ofReal_eq_zero.mp ((mul_eq_zero.mp h).resolve_left h2)

/-- The Pauli matrix `σx`. -/
def sigmaX : Matrix (Fin 2) (Fin 2) ℂ := !![0, 1; 1, 0]

/-- The Pauli matrix `σy`. -/
def sigmaY : Matrix (Fin 2) (Fin 2) ℂ := !![0, -Complex.I; Complex.I, 0]

/-- For `d = σx` and `m = σy` the total rotational strength from `v` is the difference
`|v₀|² - |v₁|²` of the two populations. -/
theorem rotSum_pauli {e : Fin 2 → Fin 2 → ℂ} (he : IsONBasis e) (v : Fin 2 → ℂ) :
    rotSum e sigmaX sigmaY v = Complex.normSq (v 0) - Complex.normSq (v 1) := by
  have hp : sigmaX * sigmaY = !![Complex.I, 0; 0, -Complex.I] := by
    ext i j
    fin_cases i <;> fin_cases j <;>
      simp [sigmaX, sigmaY, Matrix.mul_apply, Fin.sum_univ_two]
  rw [rotSum_eq_im he, hp]
  simp [Matrix.mulVec, dotProduct, Fin.sum_univ_two, Complex.normSq_apply]
  ring

/-- The matrices `σx` and `σy` are Hermitian, and the vectors `(3/5, 4i/5)` and `(4i/5, 3/5)`
form an orthonormal basis. -/
theorem pauli_witness :
    sigmaX.IsHermitian ∧ sigmaY.IsHermitian ∧
      IsONBasis ![![(3 / 5 : ℂ), 4 / 5 * Complex.I], ![4 / 5 * Complex.I, 3 / 5]] := by
  refine ⟨?_, ?_, ?_⟩
  · unfold Matrix.IsHermitian
    ext i j
    fin_cases i <;> fin_cases j <;> simp [sigmaX]
  · unfold Matrix.IsHermitian
    ext i j
    fin_cases i <;> fin_cases j <;> simp [sigmaY]
  · -- the real numerals are their own complex conjugates
    have h3 : (starRingEnd ℂ) 3 = 3 := Complex.conj_eq_iff_im.mpr (by simp)
    have h4 : (starRingEnd ℂ) 4 = 4 := Complex.conj_eq_iff_im.mpr (by simp)
    have h5 : (starRingEnd ℂ) 5 = 5 := Complex.conj_eq_iff_im.mpr (by simp)
    intro j k
    fin_cases j <;> fin_cases k <;>
      simp [dotProduct, Fin.sum_univ_two, Complex.ext_iff, h3, h4, h5] <;> norm_num

end

end RotationalStrengthSumRule
```

```lean
#print axioms RotationalStrengthSumRule.rotSum_eq_zero_iff_commute
#print axioms RotationalStrengthSumRule.sum_rotSum_eq_zero
#print axioms RotationalStrengthSumRule.rotSum_pauli
```

```
'RotationalStrengthSumRule.rotSum_eq_zero_iff_commute' depends on axioms: [propext, Classical.choice, Quot.sound]
'RotationalStrengthSumRule.sum_rotSum_eq_zero' depends on axioms: [propext, Classical.choice, Quot.sound]
'RotationalStrengthSumRule.rotSum_pauli' depends on axioms: [propext, Classical.choice, Quot.sound]
```

## How the proof follows the derivation

`resolution_of_identity` turns $U^\dagger U=1$ into $UU^\dagger=1$ with `mul_eq_one_comm`. `rotSum_eq_im` uses this in its `closure` step to remove the sum over $k$. In `rotSum_eq_commutator`, `key` is the identity for $z-\bar z$, and `hstar` reverses the operator order using both Hermiticity hypotheses.

`eq_zero_of_expectation_zero` performs the polarization: `linear_combination` combines the two superposition equations and subtracts the diagonal terms. Applying $A$ to the unit vectors `Pi.single j 1` then shows that every entry is zero. The main theorem uses this lemma for one direction and the commutator identity for both.

`sum_rotSum_eq_zero` identifies the sum over initial states with a trace and uses its cyclicity. `rotSum_pauli` computes $\sigma_x\sigma_y$ entry by entry, and `pauli_witness` checks that the two matrices are Hermitian and that the basis in the numerical example is orthonormal.
